# For a finite sum of $e^{inx}$ with all $|n|>M$, the $k$-th derivative is at least $(M+1)^k$ times as large in root mean square

When the plane-wave cutoff of a density is chosen for a calculation with a gradient-corrected exchange-correlation functional, both the density and its gradient should be converged. The gradient is obtained by multiplying each plane-wave coefficient by $i$ times its wave vector. The coefficients lost beyond the cutoff would have been multiplied in the same way, and they belong to the largest wave vectors. In a one-dimensional model with finitely many plane waves, the resulting growth of the error has a simple lower bound.

Let the period be $2\pi$, so that the wave numbers are integers. Let $M$ be a natural number, the cutoff, and let $s$ be a finite set of integers $n$ with $|n|>M$. The part of the density that the cutoff removes is

$$g(x)=\sum_{n\in s}c_n e^{inx},$$

with complex coefficients $c_n$. Writing $g^{(k)}$ for the $k$-th derivative, the claim is that for every natural number $k$

$$(M+1)^{2k}\int_0^{2\pi}|g|^2\,dx\;\le\;\int_0^{2\pi}|g^{(k)}|^2\,dx .$$

With a cutoff at $M=9$, the root-mean-square error of the first derivative is thus at least ten times that of the density. For $M=0$ the factor is 1, and the bound says only that differentiation does not shrink the error. Both errors are absolute, in units in which the period is $2\pi$, and both come from the removed plane waves alone. In a self-consistent calculation the retained coefficients can also change with the cutoff, and the bound does not cover that part of the error.

```lean
import Mathlib

open ComplexConjugate

namespace TruncatedDensity

noncomputable section
```

## The density as a finite plane-wave sum

In the code, `planeWaveSum s c` is the function $x\mapsto\sum_{n\in s}c_ne^{inx}$ of a real variable, with complex values. The coefficients are a function `c : ℤ → ℂ` on all the integers, but only its values on `s` enter the sum. A physical density is real, which ties $c_{-n}$ to the complex conjugate of $c_n$. The theorems do not assume this and hold for complex sums too.

The condition $|n|>M$ is not part of the definition. It appears as the hypothesis `hs` where it is needed, so the same definition serves for the full density, the retained part and the remainder.

The model has one dimension, and its integrals run over the whole period. In an APW or LAPW calculation the plane waves represent the density only in the interstitial region, over which they are not orthogonal. The results therefore concern the plane-wave expansion as a periodic function on the full cell, and they say nothing about the muffin-tin spheres or about the error in the exchange-correlation energy.

```lean
/-- The finite plane-wave sum `∑ c n * exp (i n x)` over the integer wave numbers in `s`. -/
def planeWaveSum (s : Finset ℤ) (c : ℤ → ℂ) (x : ℝ) : ℂ :=
  ∑ n ∈ s, c n * Complex.exp (Complex.I * n * x)
```

## Orthogonality over one period

For $n=0$ the plane wave is 1 and its integral is $2\pi$. For $n\neq0$,

$$\int_0^{2\pi}e^{inx}\,dx=\frac{e^{2\pi i n}-1}{in}=0,$$

because $e^{2\pi in}=1$ for integer $n$. The proof makes the same split with `split_ifs`. In the second case `integral_exp_mul_complex` supplies the antiderivative and requires $in\ne0$, which is `hc`; the periodicity is `h1`.

```lean
/-- A plane wave with integer wave number `n` integrates over one period to `2π` if `n = 0`
and to zero otherwise. -/
theorem integral_planeWave (n : ℤ) :
    (∫ x in (0 : ℝ)..(2 * Real.pi), Complex.exp (Complex.I * n * x)) =
      if n = 0 then 2 * (Real.pi : ℂ) else 0 := by
  split_ifs with h
  · subst h
    simp
  · have hc : Complex.I * (n : ℂ) ≠ 0 :=
      mul_ne_zero Complex.I_ne_zero (Int.cast_ne_zero.mpr h)
    have h1 : Complex.exp (Complex.I * n * ((2 * Real.pi : ℝ) : ℂ)) = 1 := by
      rw [Complex.exp_eq_one_iff]
      exact ⟨n, by push_cast; ring⟩
    rw [integral_exp_mul_complex hc, h1]
    simp
```

## Parseval's identity

Expanding the squared modulus gives a double sum:

$$|g(x)|^2=g(x)\,\overline{g(x)}=\sum_{n\in s}\sum_{m\in s}c_n\overline{c_m}\,e^{i(n-m)x}.$$

Integration removes every term with $m\ne n$ and leaves

$$\int_0^{2\pi}|g|^2\,dx=2\pi\sum_{n\in s}|c_n|^2 .$$

The step `hpt` is the expansion at a fixed $x$, and `hin` integrates the inner sum over $m$, where `Finset.sum_eq_single n` keeps the diagonal term. Exchanging the sum and the integral requires each term to be integrable, which follows from continuity. The left side is real while the double sum is written with complex numbers, so the identity is proved in `ℂ` and brought back to the reals by `Complex.ofReal_injective`.

This identity needs no condition on the wave numbers.

```lean
/-- Parseval's identity: the integral of `|g|²` over one period is `2π` times the sum of the
squared moduli of the plane-wave coefficients. -/
theorem integral_norm_sq_planeWaveSum (s : Finset ℤ) (c : ℤ → ℂ) :
    (∫ x in (0 : ℝ)..(2 * Real.pi), ‖planeWaveSum s c x‖ ^ 2) =
      2 * Real.pi * ∑ n ∈ s, ‖c n‖ ^ 2 := by
  -- expand the square into a double sum of plane waves
  have hpt : ∀ x : ℝ, ((‖planeWaveSum s c x‖ ^ 2 : ℝ) : ℂ) =
      ∑ n ∈ s, ∑ m ∈ s,
        c n * conj (c m) * Complex.exp (Complex.I * ((n - m : ℤ) : ℂ) * x) := by
    intro x
    rw [← Complex.normSq_eq_norm_sq, ← Complex.mul_conj, planeWaveSum, map_sum,
      Finset.sum_mul_sum]
    refine Finset.sum_congr rfl fun n _ => Finset.sum_congr rfl fun m _ => ?_
    have h1 : conj (Complex.exp (Complex.I * m * x)) =
        Complex.exp (-(Complex.I * m * x)) := by
      rw [← Complex.exp_conj]
      simp
    have h2 : Complex.exp (Complex.I * ((n - m : ℤ) : ℂ) * x) =
        Complex.exp (Complex.I * n * x) * Complex.exp (-(Complex.I * m * x)) := by
      rw [← Complex.exp_add]
      congr 1
      push_cast
      ring
    rw [map_mul, h1, h2]
    ring
  -- only the diagonal terms survive the integration
  have hin : ∀ n ∈ s, (∫ x in (0 : ℝ)..(2 * Real.pi), ∑ m ∈ s,
      c n * conj (c m) * Complex.exp (Complex.I * ((n - m : ℤ) : ℂ) * x)) =
        2 * (Real.pi : ℂ) * (‖c n‖ : ℂ) ^ 2 := by
    intro n hn
    rw [intervalIntegral.integral_finsetSum]
    · simp_rw [intervalIntegral.integral_const_mul, integral_planeWave]
      rw [Finset.sum_eq_single n]
      · rw [if_pos (sub_self n), Complex.mul_conj, Complex.normSq_eq_norm_sq]
        push_cast
        ring
      · intro m _ hm
        rw [if_neg (sub_ne_zero.mpr (Ne.symm hm)), mul_zero]
      · exact fun h => absurd hn h
    · intro m _
      exact Continuous.intervalIntegrable (by fun_prop) _ _
  apply Complex.ofReal_injective
  rw [← intervalIntegral.integral_ofReal]
  simp_rw [hpt]
  rw [intervalIntegral.integral_finsetSum]
  · rw [Finset.sum_congr rfl hin, ← Finset.mul_sum]
    push_cast
    rfl
  · intro n _
    exact Continuous.intervalIntegrable (by fun_prop) _ _
```

## Differentiation acts on the coefficients

Term by term,

$$\frac{d}{dx}\sum_{n\in s}c_ne^{inx}=\sum_{n\in s}(in\,c_n)\,e^{inx}.$$

The derivative is again a plane-wave sum over the same set, with coefficients $in\,c_n$. The statement uses `HasDerivAt`, which says that the function is differentiable at $x$ and has this derivative there. The proof differentiates one exponential by the chain rule and adds up the terms with `HasDerivAt.fun_sum`.

```lean
/-- Differentiating a plane-wave sum multiplies each coefficient `c n` by `i n`. -/
theorem hasDerivAt_planeWaveSum (s : Finset ℤ) (c : ℤ → ℂ) (x : ℝ) :
    HasDerivAt (planeWaveSum s c) (planeWaveSum s (fun n => Complex.I * n * c n) x) x := by
  show HasDerivAt (fun y : ℝ => ∑ n ∈ s, c n * Complex.exp (Complex.I * n * y))
    (∑ n ∈ s, (Complex.I * n * c n) * Complex.exp (Complex.I * n * x)) x
  refine HasDerivAt.fun_sum fun n _ => ?_
  have h0 : HasDerivAt (fun y : ℝ => (y : ℂ)) 1 x := by
    simpa using (hasDerivAt_id x).ofReal_comp
  exact ((h0.const_mul (Complex.I * (n : ℂ))).cexp.const_mul (c n)).congr_deriv (by ring)
```

Repeating the step $k$ times gives

$$g^{(k)}(x)=\sum_{n\in s}(in)^k c_n\,e^{inx}.$$

For $k=0$ the factor is 1, also at $n=0$, since $0^0=1$ in Lean. If the formula holds for $k$, one more derivative multiplies each coefficient by $in$ and gives the formula for $k+1$.

The form of this statement is convenient for what follows. It equates two functions, `iteratedDeriv k (planeWaveSum s c)` and another `planeWaveSum`, and does not mention a point $x$. This helps twice. In the induction, `iteratedDeriv_succ` writes the next derivative as `deriv` applied to the previous one. A derivative depends on the function near a point, so an equation at a single point would not be enough, whereas an equality of functions can be used directly to replace what stands inside `deriv`. Later, $x$ is the bound variable of an integral, where `rw` could not use an equation about a particular $x$. The function equation rewrites the integrand directly, and what results is the integral of a `planeWaveSum` with new coefficients, to which Parseval's identity applies as it stands.

```lean
/-- The `k`-th derivative of a plane-wave sum has the coefficients `(i n)^k * c n`. -/
theorem iteratedDeriv_planeWaveSum (s : Finset ℤ) (c : ℤ → ℂ) (k : ℕ) :
    iteratedDeriv k (planeWaveSum s c) =
      planeWaveSum s (fun n => (Complex.I * n) ^ k * c n) := by
  induction k with
  | zero => simp [iteratedDeriv_zero]
  | succ k ih =>
    rw [iteratedDeriv_succ, ih]
    funext x
    rw [(hasDerivAt_planeWaveSum s _ x).deriv]
    simp only [planeWaveSum, pow_succ]
    refine Finset.sum_congr rfl fun n _ => ?_
    ring
```

## The weight $n^{2k}$ in the integral

Since $|i|=1$, the new coefficients satisfy $|(in)^kc_n|^2=n^{2k}|c_n|^2$, and Parseval's identity becomes

$$\int_0^{2\pi}|g^{(k)}|^2\,dx=2\pi\sum_{n\in s}n^{2k}|c_n|^2 .$$

The proof consists of the two rewrites just described, followed by this computation of the modulus. The exponent $2k$ is even, so $|n|^{2k}$ can be written as $n^{2k}$.

```lean
/-- The integral of `|g^(k)|²` over one period is `2π` times the sum of `n^(2k) |c n|²`. -/
theorem integral_norm_sq_iteratedDeriv (s : Finset ℤ) (c : ℤ → ℂ) (k : ℕ) :
    (∫ x in (0 : ℝ)..(2 * Real.pi), ‖iteratedDeriv k (planeWaveSum s c) x‖ ^ 2) =
      2 * Real.pi * ∑ n ∈ s, (n : ℝ) ^ (2 * k) * ‖c n‖ ^ 2 := by
  rw [iteratedDeriv_planeWaveSum, integral_norm_sq_planeWaveSum]
  congr 1
  refine Finset.sum_congr rfl fun n _ => ?_
  rw [norm_mul, norm_pow, norm_mul, Complex.norm_I, one_mul, Complex.norm_intCast, mul_pow,
    ← pow_mul, mul_comm k 2, (even_two_mul k).pow_abs]
```

## The smallest discarded wave number

For an integer $n$, the condition $|n|>M$ means $|n|\ge M+1$. Both sides of the second inequality are non-negative, so raising them to the power $2k$ preserves the order:

$$(M+1)^{2k}\le n^{2k}.$$

This is where the integer wave numbers turn the strict cutoff into the factor $M+1$.

```lean
/-- A wave number beyond the cutoff `M` satisfies `(M+1)^(2k) ≤ n^(2k)`. -/
theorem cutoff_pow_le {M : ℕ} {n : ℤ} (hn : (M : ℤ) < |n|) (k : ℕ) :
    ((M : ℝ) + 1) ^ (2 * k) ≤ (n : ℝ) ^ (2 * k) := by
  have h1 : (M : ℝ) + 1 ≤ |(n : ℝ)| := by
    exact_mod_cast Int.add_one_le_iff.mpr hn
  rw [← (even_two_mul k).pow_abs (n : ℝ)]
  exact pow_le_pow_left₀ (by positivity) h1 _
```

## The lower bound for the derivative error

Multiplying each inequality by $|c_n|^2\ge0$ and summing gives

$$(M+1)^{2k}\,2\pi\sum_{n\in s}|c_n|^2\;\le\;2\pi\sum_{n\in s}n^{2k}|c_n|^2 ,$$

which is the claim, by the two integral formulas. In the theorem, `hs` states that every wave number in `s` lies beyond the cutoff, and `k` is any natural number. The proof replaces both integrals by their sums and compares them with `Finset.sum_le_sum`.

```lean
/-- If the plane-wave sum `g` contains only wave numbers with `|n| > M`, the integral of `|g^(k)|²`
over one period is at least `(M+1)^(2k)` times that of `|g|²`. -/
theorem derivative_amplifies_remainder (s : Finset ℤ) (c : ℤ → ℂ) (M : ℕ)
    (hs : ∀ n ∈ s, (M : ℤ) < |n|) (k : ℕ) :
    ((M : ℝ) + 1) ^ (2 * k) * (∫ x in (0 : ℝ)..(2 * Real.pi), ‖planeWaveSum s c x‖ ^ 2) ≤
      ∫ x in (0 : ℝ)..(2 * Real.pi), ‖iteratedDeriv k (planeWaveSum s c) x‖ ^ 2 := by
  rw [integral_norm_sq_iteratedDeriv, integral_norm_sq_planeWaveSum,
    mul_left_comm (((M : ℝ) + 1) ^ (2 * k)), Finset.mul_sum]
  refine mul_le_mul_of_nonneg_left (Finset.sum_le_sum fun n hn => ?_) (by positivity)
  exact mul_le_mul_of_nonneg_right (cutoff_pow_le (hs n hn) k) (by positivity)
```

The same argument, run in the other direction, gives a neighbouring bound for the retained part of a density. If all wave numbers satisfy $|n|\le M$, then $n^{2k}\le M^{2k}$ in every term, and hence

$$\int_0^{2\pi}|g^{(k)}|^2\,dx\le M^{2k}\int_0^{2\pi}|g|^2\,dx .$$

This companion inequality is derived here by hand only.

## When the factor is attained

The difference between the two sides of the main inequality is

$$2\pi\sum_{n\in s}\bigl(n^{2k}-(M+1)^{2k}\bigr)|c_n|^2 .$$

No term is negative, so the difference vanishes exactly when every term does. For $k\ge1$, a term with $c_n\neq0$ vanishes exactly when $|n|=M+1$. Equality therefore holds if and only if all non-zero coefficients lie on the first discarded shell, as they do for $g(x)=\cos((M+1)x)$. The factor $(M+1)^{2k}$ is thus the best possible for this class of remainders. The case $k=0$ is excluded by `hk`, since the two sides are then always equal.

In the proof, `Finset.sum_eq_sum_iff_of_le` turns equality of the sums into equality of each pair of terms. One direction then cancels $|c_n|^2$ and takes the root of the even power; the other treats $c_n=0$ and $c_n\ne0$ separately.

```lean
/-- Let `g` contain only wave numbers with `|n| > M`, and let `k ≥ 1`. The integral of `|g^(k)|²`
over one period equals `(M+1)^(2k)` times that of `|g|²` if and only if every non-zero coefficient
of `g` has `|n| = M+1`. -/
theorem amplification_eq_iff (s : Finset ℤ) (c : ℤ → ℂ) (M : ℕ)
    (hs : ∀ n ∈ s, (M : ℤ) < |n|) {k : ℕ} (hk : k ≠ 0) :
    ((M : ℝ) + 1) ^ (2 * k) * (∫ x in (0 : ℝ)..(2 * Real.pi), ‖planeWaveSum s c x‖ ^ 2) =
      (∫ x in (0 : ℝ)..(2 * Real.pi), ‖iteratedDeriv k (planeWaveSum s c) x‖ ^ 2) ↔
    ∀ n ∈ s, c n ≠ 0 → |n| = (M : ℤ) + 1 := by
  have hpi : 2 * Real.pi ≠ 0 := by positivity
  rw [integral_norm_sq_iteratedDeriv, integral_norm_sq_planeWaveSum,
    mul_left_comm (((M : ℝ) + 1) ^ (2 * k)), mul_right_inj' hpi, Finset.mul_sum,
    Finset.sum_eq_sum_iff_of_le fun n hn =>
      mul_le_mul_of_nonneg_right (cutoff_pow_le (hs n hn) k) (by positivity)]
  refine forall₂_congr fun n _ => ?_
  constructor
  · intro h hc
    have h1 := mul_right_cancel₀ (pow_ne_zero 2 (norm_ne_zero_iff.mpr hc)) h
    rw [← (even_two_mul k).pow_abs (n : ℝ)] at h1
    have h2 := (pow_left_inj₀ (by positivity) (abs_nonneg _) (by omega)).mp h1
    exact_mod_cast h2.symm
  · intro h
    by_cases hc : c n = 0
    · simp [hc]
    · have h2 : |(n : ℝ)| = (M : ℝ) + 1 := by exact_mod_cast h hc
      rw [← (even_two_mul k).pow_abs (n : ℝ), h2]
```

## Truncation error from the smoothness of the full density

Now let $\rho$ be any finite plane-wave sum, with no condition on its wave numbers, and let $\rho_M$ be its part with $|n|\le M$. The error $\rho-\rho_M$ contains only wave numbers beyond the cutoff, so the main theorem applies to it. Its $k$-th derivative contributes only some of the non-negative terms in the sum for $\rho^{(k)}$, and therefore

$$(M+1)^{2k}\int_0^{2\pi}|\rho-\rho_M|^2\,dx\;\le\;\int_0^{2\pi}|(\rho-\rho_M)^{(k)}|^2\,dx\;\le\;\int_0^{2\pi}|\rho^{(k)}|^2\,dx .$$

The root-mean-square truncation error is thus at most $(M+1)^{-k}$ times the root-mean-square size of $\rho^{(k)}$. A density whose $k$-th derivative is small in this sense can be cut off early. Because $\rho$ is a finite sum, all its derivatives exist; a density with a cusp, whose expansion does not end, is not covered.

In the code, the retained part is the sum over `s.filter fun n => |n| ≤ (M : ℤ)`. The step `hrem` identifies the error with the sum over the remaining wave numbers. The first inequality is `derivative_amplifies_remainder`, and the second is `Finset.sum_le_sum_of_subset_of_nonneg`, which restores the retained terms.

```lean
/-- Cutting a plane-wave density off at `|n| ≤ M` leaves an error whose integrated square,
times `(M+1)^(2k)`, is at most the integrated square of the density's `k`-th derivative. -/
theorem truncation_error_le (s : Finset ℤ) (c : ℤ → ℂ) (M k : ℕ) :
    ((M : ℝ) + 1) ^ (2 * k) * (∫ x in (0 : ℝ)..(2 * Real.pi),
      ‖planeWaveSum s c x - planeWaveSum (s.filter fun n => |n| ≤ (M : ℤ)) c x‖ ^ 2) ≤
      ∫ x in (0 : ℝ)..(2 * Real.pi), ‖iteratedDeriv k (planeWaveSum s c) x‖ ^ 2 := by
  -- the error is the plane-wave sum over the discarded wave numbers
  have hrem : ∀ x : ℝ,
      planeWaveSum s c x - planeWaveSum (s.filter fun n => |n| ≤ (M : ℤ)) c x =
        planeWaveSum (s.filter fun n => ¬ |n| ≤ (M : ℤ)) c x := by
    intro x
    rw [sub_eq_iff_eq_add']
    exact (Finset.sum_filter_add_sum_filter_not s (fun n => |n| ≤ (M : ℤ)) _).symm
  simp_rw [hrem]
  refine (derivative_amplifies_remainder _ c M
    (fun n hn => not_le.mp (Finset.mem_filter.mp hn).2) k).trans ?_
  rw [integral_norm_sq_iteratedDeriv, integral_norm_sq_iteratedDeriv]
  refine mul_le_mul_of_nonneg_left ?_ (by positivity)
  refine Finset.sum_le_sum_of_subset_of_nonneg (Finset.filter_subset _ _) fun n _ _ => ?_
  exact mul_nonneg ((even_two_mul k).pow_nonneg _) (by positivity)

end

end TruncatedDensity
```

```lean
#print axioms TruncatedDensity.iteratedDeriv_planeWaveSum
-- 'TruncatedDensity.iteratedDeriv_planeWaveSum' depends on axioms: [propext, Classical.choice, Quot.sound]
#print axioms TruncatedDensity.amplification_eq_iff
-- 'TruncatedDensity.amplification_eq_iff' depends on axioms: [propext, Classical.choice, Quot.sound]
#print axioms TruncatedDensity.truncation_error_le
-- 'TruncatedDensity.truncation_error_le' depends on axioms: [propext, Classical.choice, Quot.sound]
```
